# Exact Foldy–Wouthuysen form of a finite massive Dirac Hamiltonian without scalar potential

For a mass \(m>0\) and a finite Hermitian matrix \(D\), the Dirac Hamiltonian

\[
H=\begin{pmatrix} m & D\\ D & -m\end{pmatrix}
\]

is brought by an explicit unitary rotation to block-diagonal form: the positive definite square root \(W\) of \(m^2+D^2\) in the upper block, \(-W\) in the lower. The case of interest is \(D=\sigma\cdot\pi\), a charge in a static magnetic field. This is the decoupling of electrons from positrons sought in relativistic electronic structure, here for one particle without scalar potential, with the same finite orthonormal basis for the upper and lower components. In this case the rotation is an explicit function of \(D\), with no expansion in \(1/m\).

## The operators

In Lean 4 with Mathlib:

```lean
import Mathlib

open Matrix
open scoped ComplexOrder

namespace ExactFoldyWouthuysen

noncomputable section

variable {n : Type*} [Fintype n] [DecidableEq n]
```

The kinetic momenta are three matrices \(p_1,p_2,p_3\), with no condition on their commutators. A finite basis cannot carry the constant non-zero commutator of a uniform field, since a commutator has trace zero.

```lean
/-- The operator `σ·π` for three matrices `p₁, p₂, p₃`, written in blocks over spin up and down. -/
def sigmaDot (p₁ p₂ p₃ : Matrix n n ℂ) : Matrix (n ⊕ n) (n ⊕ n) ℂ :=
  fromBlocks p₃ (p₁ - Complex.I • p₂) (p₁ + Complex.I • p₂) (-p₃)
```

In `diracH` the two blocks are the upper and lower components, in units with \(c=1\).

```lean
/-- The Dirac Hamiltonian `[[m, D], [D, -m]]` in units with `c = 1`. -/
def diracH (m : ℝ) (D : Matrix n n ℂ) : Matrix (n ⊕ n) (n ⊕ n) ℂ :=
  fromBlocks ((m : ℂ) • 1) D D (-((m : ℂ) • 1))
```

Write \(D=U\Lambda U^\dagger\) with \(U\) unitary and \(\Lambda\) the diagonal matrix of eigenvalues. For real \(f\), `ofSpectrum hD f` is \(f(D)=Uf(\Lambda)U^\dagger\), where `hD` states that \(D\) is Hermitian.

```lean
/-- The function `f(D)` of a Hermitian matrix `D`, formed in its eigenbasis. -/
def ofSpectrum {D : Matrix n n ℂ} (hD : D.IsHermitian) (f : ℝ → ℝ) : Matrix n n ℂ :=
  (hD.eigenvectorUnitary : Matrix n n ℂ) *
    diagonal (fun i => ((f (hD.eigenvalues i) : ℝ) : ℂ)) *
    star (hD.eigenvectorUnitary : Matrix n n ℂ)
```

For an eigenvalue \(x\) of \(D\), set \(E=\sqrt{m^2+x^2}\) and \(N=\sqrt{2E(E+m)}\).

```lean
/-- The relativistic energy `E = sqrt(m² + x²)`. -/
def energy (m x : ℝ) : ℝ := Real.sqrt (m ^ 2 + x ^ 2)

/-- The normalisation `N = sqrt(2E(E + m))` of the Foldy-Wouthuysen rotation. -/
def fwNorm (m x : ℝ) : ℝ := Real.sqrt (2 * energy m x * (energy m x + m))
```

With \(c=(E+m)/N\) and \(s=x/N\) (from here on \(c\) is this function), the rotation is

\[
F=\begin{pmatrix} c(D)&s(D)\\-s(D)&c(D)\end{pmatrix}.
\]

```lean
/-- The Foldy-Wouthuysen rotation `[[c(D), s(D)], [-s(D), c(D)]]` with `c = (E + m)/N` and
`s = x/N`, for Hermitian `D` and `m > 0`. -/
def fwRotation (m : ℝ) {D : Matrix n n ℂ} (hD : D.IsHermitian) : Matrix (n ⊕ n) (n ⊕ n) ℂ :=
  fromBlocks (ofSpectrum hD fun x => (energy m x + m) / fwNorm m x)
    (ofSpectrum hD fun x => x / fwNorm m x)
    (-(ofSpectrum hD fun x => x / fwNorm m x))
    (ofSpectrum hD fun x => (energy m x + m) / fwNorm m x)
```

## (a) Hermiticity of σ·π

For Hermitian \(p_1,p_2,p_3\), show that \((\sigma\cdot\pi)^\dagger=\sigma\cdot\pi\).

The diagonal blocks \(\pm p_3\) are Hermitian. The adjoint exchanges the off-diagonal blocks, and \((p_1+ip_2)^\dagger=p_1-ip_2\).

```lean
omit [Fintype n] [DecidableEq n] in
/-- For Hermitian `p₁, p₂, p₃` the operator `σ·π` is Hermitian. -/
theorem sigmaDot_isHermitian {p₁ p₂ p₃ : Matrix n n ℂ} (h₁ : p₁.IsHermitian)
    (h₂ : p₂.IsHermitian) (h₃ : p₃.IsHermitian) : (sigmaDot p₁ p₂ p₃).IsHermitian := by
  unfold Matrix.IsHermitian sigmaDot
  rw [fromBlocks_conjTranspose]
  simp [conjTranspose_smul, h₁.eq, h₂.eq, h₃.eq, sub_eq_add_neg]
```

## (b) A conserved quantity

For any square \(D\), show that \(H\,\mathrm{diag}(D,D)=\mathrm{diag}(D,D)\,H\).

Both products equal
\[
\begin{pmatrix} mD&D^2\\D^2&-mD\end{pmatrix}.
\]

```lean
/-- The Dirac Hamiltonian commutes with `diag(D, D)`. -/
theorem diracH_commute (m : ℝ) (D : Matrix n n ℂ) :
    diracH m D * fromBlocks D 0 0 D = fromBlocks D 0 0 D * diracH m D := by
  simp [diracH, fromBlocks_multiply]
```

## (c) Sums and products of functions

Show that \(f(D)+g(D)=(f+g)(D)\) and \(f(D)g(D)=(fg)(D)\).

For the sum, take \(U\) and \(U^\dagger\) outside. For the product, \(U^\dagger U=1\) in the middle gives \(Uf(\Lambda)g(\Lambda)U^\dagger\); this is `key`.

```lean
/-- Real functions of a Hermitian matrix `D` add and multiply pointwise on the spectrum. -/
theorem ofSpectrum_add_mul {D : Matrix n n ℂ} (hD : D.IsHermitian) (f g : ℝ → ℝ) :
    ofSpectrum hD f + ofSpectrum hD g = ofSpectrum hD (fun x => f x + g x) ∧
    ofSpectrum hD f * ofSpectrum hD g = ofSpectrum hD (fun x => f x * g x) := by
  constructor
  · simp only [ofSpectrum, Complex.ofReal_add, ← diagonal_add, mul_add, add_mul]
  · have hU := mem_unitaryGroup_iff'.mp hD.eigenvectorUnitary.2
    have key : ∀ (U A B : Matrix n n ℂ), star U * U = 1 →
        U * A * star U * (U * B * star U) = U * (A * B) * star U := by
      intro U A B h
      calc U * A * star U * (U * B * star U)
          = U * A * (star U * U) * B * star U := by simp only [mul_assoc]
        _ = U * (A * B) * star U := by rw [h, mul_one, mul_assoc U]
    simp only [ofSpectrum, Complex.ofReal_mul, ← diagonal_mul_diagonal]
    exact key _ _ _ hU
```

## (d) Constants and the identity function

Show that a constant function \(a\) gives \(a\,1\), and that \(f(x)=x\) gives \(f(D)=D\).

These are \(U(a\,1)U^\dagger=a\,UU^\dagger=a\,1\) and the spectral theorem \(U\Lambda U^\dagger=D\).

```lean
/-- For Hermitian `D`, a constant real function of `D` is that constant times the identity, and the
function `x` gives `D`. -/
theorem ofSpectrum_const_id {D : Matrix n n ℂ} (hD : D.IsHermitian) :
    (∀ c : ℝ, ofSpectrum hD (fun _ => c) = (c : ℂ) • 1) ∧ ofSpectrum hD (fun x => x) = D := by
  constructor
  · intro c
    have hU := mem_unitaryGroup_iff.mp hD.eigenvectorUnitary.2
    simp only [ofSpectrum, ← smul_one_eq_diagonal, Matrix.mul_smul, Matrix.smul_mul, mul_one, hU]
  · exact hD.spectral_theorem.symm
```

## (e) Real functions are Hermitian

Show that \(f(D)^\dagger=f(D)\) for real \(f\).

The adjoint is \(Uf(\Lambda)^\dagger U^\dagger\), and \(f(\Lambda)\) is real and diagonal.

```lean
/-- A real function of a Hermitian matrix is Hermitian. -/
theorem ofSpectrum_isHermitian {D : Matrix n n ℂ} (hD : D.IsHermitian) (f : ℝ → ℝ) :
    (ofSpectrum hD f).IsHermitian := by
  have hd : (diagonal (fun i => ((f (hD.eigenvalues i) : ℝ) : ℂ)))ᴴ =
      diagonal (fun i => ((f (hD.eigenvalues i) : ℝ) : ℂ)) := by
    rw [diagonal_conjTranspose]
    congr 1
    funext i
    exact Complex.conj_ofReal _
  simp only [Matrix.IsHermitian, ofSpectrum, star_eq_conjTranspose, conjTranspose_mul,
    conjTranspose_conjTranspose, hd, mul_assoc]
```

## (f) A positive root

Show that \(E(D)\) is positive definite and \(E(D)^2=m^2+D^2\).

Since \(E(x)\ge m>0\), the matrix \(R=\sqrt{E}(D)\) is Hermitian with inverse \(Q=(1/\sqrt E)(D)\). Then \(v^\dagger E(D)v=\|Rv\|^2\), which vanishes only if \(v=QRv=0\). The square follows from \(E(x)^2=m^2+x^2\) with (c) and (d).

```lean
/-- For Hermitian `D` and `m > 0` the matrix `E(D)` is positive definite and squares to `m² + D²`.
-/
theorem energy_root {D : Matrix n n ℂ} (hD : D.IsHermitian) {m : ℝ} (hm : 0 < m) :
    (ofSpectrum hD (energy m)).PosDef ∧
    ofSpectrum hD (energy m) * ofSpectrum hD (energy m) = ((m ^ 2 : ℝ) : ℂ) • 1 + D * D := by
  have hE : ∀ x, 0 < energy m x := fun x => Real.sqrt_pos.mpr (by positivity)
  constructor
  · -- write E(D) = R R with R Hermitian and invertible
    let R := ofSpectrum hD fun x => Real.sqrt (energy m x)
    let Q := ofSpectrum hD fun x => (Real.sqrt (energy m x))⁻¹
    have hR : Rᴴ = R := ofSpectrum_isHermitian hD _
    have hRR : R * R = ofSpectrum hD (energy m) :=
      (ofSpectrum_add_mul hD _ _).2.trans
        (congrArg (ofSpectrum hD) (funext fun x => Real.mul_self_sqrt (hE x).le))
    have hQR : Q * R = 1 := by
      have h := (ofSpectrum_add_mul hD _ _).2.trans (congrArg (ofSpectrum hD)
        (funext fun x => inv_mul_cancel₀ (Real.sqrt_pos.mpr (hE x)).ne'))
      rw [(ofSpectrum_const_id hD).1 1, Complex.ofReal_one, one_smul] at h
      exact h
    refine posDef_iff_dotProduct_mulVec.mpr ⟨ofSpectrum_isHermitian hD _, fun x hx => ?_⟩
    have hq : star x ⬝ᵥ (ofSpectrum hD (energy m)) *ᵥ x = star (R *ᵥ x) ⬝ᵥ (R *ᵥ x) := by
      rw [star_mulVec, hR, ← Matrix.dotProduct_mulVec, mulVec_mulVec, hRR]
    rw [hq]
    refine lt_of_le_of_ne (dotProduct_star_self_nonneg _) fun h0 => hx ?_
    have hz : R *ᵥ x = 0 := dotProduct_star_self_eq_zero.mp h0.symm
    rw [← one_mulVec x, ← hQR, ← mulVec_mulVec, hz, mulVec_zero]
  · have h : ofSpectrum hD (energy m) * ofSpectrum hD (energy m) =
        ofSpectrum hD (fun _ => m ^ 2) + ofSpectrum hD (fun x => x) * ofSpectrum hD (fun x => x) := by
      rw [(ofSpectrum_add_mul hD _ _).2, (ofSpectrum_add_mul hD (fun x => x) _).2,
        (ofSpectrum_add_mul hD _ _).1]
      refine congrArg (ofSpectrum hD) (funext fun x => ?_)
      have := Real.mul_self_sqrt (show 0 ≤ m ^ 2 + x ^ 2 by positivity)
      unfold energy
      linarith [this, sq x]
    rwa [(ofSpectrum_const_id hD).1, (ofSpectrum_const_id hD).2] at h
```

## (g) Uniqueness of the root

For positive definite \(A,B\), show that \(A^2=B^2\) implies \(A=B\).

Let \(X=A-B\). Then \(AX+XB=A^2-B^2=0\), and by cyclicity

\[
\operatorname{tr}X(A+B)X=\operatorname{tr}X(AX+XB)=0.
\]

This trace is the sum of \(x_i^\dagger(A+B)x_i\) over the columns \(x_i\) of \(X\). Each term is non-negative, so each vanishes, and positive definiteness gives \(x_i=0\).

```lean
/-- Two positive definite matrices with the same square are equal. -/
theorem posDef_root_unique {A B : Matrix n n ℂ} (hA : A.PosDef) (hB : B.PosDef)
    (h : A * A = B * B) : A = B := by
  have hP : (A + B).PosDef := hA.add hB
  have hX : (A - B)ᴴ = A - B := by
    rw [conjTranspose_sub, hA.isHermitian.eq, hB.isHermitian.eq]
  have h0 : A * (A - B) + (A - B) * B = 0 := by
    rw [mul_sub, sub_mul, h]
    abel
  -- the trace of X (A + B) X vanishes for X = A - B
  have ht : trace ((A - B)ᴴ * ((A + B) * (A - B))) = 0 := by
    rw [hX, add_mul, mul_add, trace_add, trace_mul_comm (A - B) (B * (A - B)),
      mul_assoc B, trace_mul_comm B, mul_assoc (A - B) (A - B) B, ← trace_add, ← mul_add, h0,
      mul_zero, trace_zero]
  have hz := (Finset.sum_eq_zero_iff_of_nonneg (fun i _ =>
    hP.posSemidef.dotProduct_mulVec_nonneg (fun j => (A - B) j i))).mp ht
  ext j i
  have hcol : (fun j => (A - B) j i) = 0 := by
    by_contra hne
    exact (hP.dotProduct_mulVec_pos hne).ne' (hz i (Finset.mem_univ i))
  exact sub_eq_zero.mp (congrFun hcol j)
```

## (h) The rotation

Let \(W\) be positive definite with \(W^2=m^2+D^2\) (`hW`, `hW2`). Show that \(F\) is unitary, commutes with \(\mathrm{diag}(D,D)\), and satisfies

\[
FHF^\dagger=\begin{pmatrix}W&0\\0&-W\end{pmatrix}.
\]

By (f) and (g), \(W=E(D)\). For each \(x\), using \(E^2=m^2+x^2\),

\[
\begin{aligned}
c^2+s^2&=\frac{E^2+2Em+m^2+x^2}{N^2}=\frac{2E(E+m)}{N^2}=1,\\
mc+xs&=\frac{mE+m^2+x^2}{N}=\frac{E(E+m)}{N}=Ec,\\
xc-ms&=\frac{xE+xm-mx}{N}=Es.
\end{aligned}
\]

These are `hsc`; (c) and (d) turn them into the matrix identities `e1`, `e2`, `e3`. Functions of \(D\) commute, so the off-diagonal blocks of \(FF^\dagger\) cancel and the diagonal ones are \(c(D)^2+s(D)^2=1\). Further,

\[
FH=\begin{pmatrix}mc(D)+s(D)D&c(D)D-ms(D)\\c(D)D-ms(D)&-s(D)D-mc(D)\end{pmatrix}
=\begin{pmatrix}Wc(D)&Ws(D)\\Ws(D)&-Wc(D)\end{pmatrix},
\]

which is \(\mathrm{diag}(W,-W)F\) (`hFH`). Multiply by \(F^\dagger\) on the right. The blocks of \(F\) commute with \(D\), so \(F\) commutes with \(\mathrm{diag}(D,D)\).

```lean
/-- Exact Foldy-Wouthuysen form: for Hermitian `D`, `m > 0` and `W` the positive definite root of
`m² + D²`, the rotation is unitary, takes `H` to `diag(W, -W)` and commutes with `diag(D, D)`. -/
theorem exact_foldy_wouthuysen {D W : Matrix n n ℂ} (hD : D.IsHermitian) {m : ℝ} (hm : 0 < m)
    (hW : W.PosDef) (hW2 : W * W = ((m ^ 2 : ℝ) : ℂ) • 1 + D * D) :
    fwRotation m hD ∈ unitaryGroup (n ⊕ n) ℂ ∧
    fwRotation m hD * diracH m D * star (fwRotation m hD) = fromBlocks W 0 0 (-W) ∧
    fwRotation m hD * fromBlocks D 0 0 D = fromBlocks D 0 0 D * fwRotation m hD := by
  obtain ⟨hp, hs⟩ := energy_root hD hm
  have hWE : W = ofSpectrum hD (energy m) := posDef_root_unique hW hp (hW2.trans hs.symm)
  let c : ℝ → ℝ := fun x => (energy m x + m) / fwNorm m x
  let s : ℝ → ℝ := fun x => x / fwNorm m x
  -- the rotation angle, one eigenvalue of D at a time
  have hsc : ∀ x, c x * c x + s x * s x = 1 ∧ c x * m + s x * x = energy m x * c x ∧
      c x * x = energy m x * s x + s x * m := by
    intro x
    have hE : 0 < energy m x := Real.sqrt_pos.mpr (by positivity)
    have hE2 : energy m x ^ 2 = m ^ 2 + x ^ 2 := Real.sq_sqrt (by positivity)
    have hN2 : fwNorm m x ^ 2 = 2 * energy m x * (energy m x + m) := Real.sq_sqrt (by positivity)
    simp only [c, s]
    refine ⟨?_, ?_, by ring⟩
    · have h : (energy m x + m) / fwNorm m x * ((energy m x + m) / fwNorm m x) +
          x / fwNorm m x * (x / fwNorm m x) =
          ((energy m x + m) ^ 2 + x ^ 2) / fwNorm m x ^ 2 := by ring
      rw [h, hN2, div_eq_one_iff_eq (by positivity)]
      linear_combination -hE2
    · linear_combination (-(1 / fwNorm m x)) * hE2
  have hmul := fun f g => (ofSpectrum_add_mul hD f g).2
  have hadd := fun f g => (ofSpectrum_add_mul hD f g).1
  obtain ⟨hc, hid⟩ := ofSpectrum_const_id hD
  have comm : ∀ f g, ofSpectrum hD f * ofSpectrum hD g = ofSpectrum hD g * ofSpectrum hD f := by
    intro f g
    rw [hmul, hmul]
    exact congrArg (ofSpectrum hD) (funext fun x => mul_comm _ _)
  -- the same identities for functions of D
  have e1 : ofSpectrum hD c * ofSpectrum hD c + ofSpectrum hD s * ofSpectrum hD s = 1 := by
    rw [hmul, hmul, hadd, funext fun x => (hsc x).1, hc, Complex.ofReal_one, one_smul]
  have e2 : ofSpectrum hD c * ((m : ℂ) • 1) + ofSpectrum hD s * D = W * ofSpectrum hD c := by
    have h : ofSpectrum hD c * ofSpectrum hD (fun _ => m) +
        ofSpectrum hD s * ofSpectrum hD (fun x => x) = W * ofSpectrum hD c := by
      rw [hWE, hmul, hmul, hmul, hadd]
      exact congrArg (ofSpectrum hD) (funext fun x => (hsc x).2.1)
    rwa [hc, hid] at h
  have e3 : ofSpectrum hD c * D = W * ofSpectrum hD s + ofSpectrum hD s * ((m : ℂ) • 1) := by
    have h : ofSpectrum hD c * ofSpectrum hD (fun x => x) =
        W * ofSpectrum hD s + ofSpectrum hD s * ofSpectrum hD (fun _ => m) := by
      rw [hWE, hmul, hmul, hmul, hadd]
      exact congrArg (ofSpectrum hD) (funext fun x => (hsc x).2.2)
    rwa [hc, hid] at h
  have hF : fwRotation m hD = fromBlocks (ofSpectrum hD c) (ofSpectrum hD s)
    (-ofSpectrum hD s) (ofSpectrum hD c) := rfl
  have hU : fwRotation m hD * star (fwRotation m hD) = 1 := by
    rw [hF, star_eq_conjTranspose, fromBlocks_conjTranspose, conjTranspose_neg,
      (ofSpectrum_isHermitian hD c).eq, (ofSpectrum_isHermitian hD s).eq, fromBlocks_multiply,
      ← fromBlocks_one]
    congr 1
    · rw [mul_neg, comm c s, neg_add_cancel]
    · rw [neg_mul, comm c s, neg_add_cancel]
    · rw [neg_mul_neg, add_comm, e1]
  have hFH : fwRotation m hD * diracH m D = fromBlocks W 0 0 (-W) * fwRotation m hD := by
    rw [hF, diracH, fromBlocks_multiply, fromBlocks_multiply]
    congr 1
    · rw [e2, zero_mul, add_zero]
    · rw [e3, mul_neg, zero_mul, add_zero, add_neg_cancel_right]
    · rw [e3, neg_mul, zero_mul, zero_add, neg_mul_neg]
      abel
    · rw [neg_mul, mul_neg, zero_mul, zero_add, neg_mul, ← e2]
      abel
  refine ⟨mem_unitaryGroup_iff.mpr hU, by rw [hFH, mul_assoc, hU, mul_one], ?_⟩
  have hcD := comm c (fun x => x)
  have hsD := comm s (fun x => x)
  rw [hid] at hcD hsD
  rw [hF, fromBlocks_multiply, fromBlocks_multiply]
  simp [hcD, hsD]
```

## (i) The magnetic case

For Hermitian \(p_1,p_2,p_3\) and \(D=\sigma\cdot\pi\), show that there are a positive definite \(W\) and a unitary \(F\) with

\[
W^2=m^2+(\sigma\cdot\pi)^2,\qquad FHF^\dagger=\mathrm{diag}(W,-W).
\]

Part (a) makes \(D\) Hermitian, (f) supplies \(W=E(D)\), and (h) supplies \(F\).

```lean
/-- For Hermitian `p₁, p₂, p₃` and `m > 0`, the Dirac Hamiltonian with `D = σ·π` is unitarily
equivalent to `diag(W, -W)`, with `W` positive definite and `W² = m² + (σ·π)²`. -/
theorem foldy_wouthuysen_sigmaDot {p₁ p₂ p₃ : Matrix n n ℂ} (h₁ : p₁.IsHermitian)
    (h₂ : p₂.IsHermitian) (h₃ : p₃.IsHermitian) {m : ℝ} (hm : 0 < m) :
    ∃ W : Matrix (n ⊕ n) (n ⊕ n) ℂ, W.PosDef ∧
      W * W = ((m ^ 2 : ℝ) : ℂ) • 1 + sigmaDot p₁ p₂ p₃ * sigmaDot p₁ p₂ p₃ ∧
      ∃ F ∈ unitaryGroup ((n ⊕ n) ⊕ (n ⊕ n)) ℂ,
        F * diracH m (sigmaDot p₁ p₂ p₃) * star F = fromBlocks W 0 0 (-W) := by
  have hD := sigmaDot_isHermitian h₁ h₂ h₃
  obtain ⟨hp, hs⟩ := energy_root hD hm
  obtain ⟨hU, hH, _⟩ := exact_foldy_wouthuysen hD hm hp hs
  exact ⟨_, hp, hs, _, hU, hH⟩
```

## (j) The characteristic polynomial

With \(D\) and \(W\) as in (h), show that

\[
\det(\lambda-H)=\det(\lambda-W)\,\det(\lambda+W).
\]

Write \(H=F^\dagger(FH)\). Exchanging the two factors leaves the characteristic polynomial unchanged and gives \(FHF^\dagger=\mathrm{diag}(W,-W)\), whose determinant factorises by blocks.

```lean
/-- For Hermitian `D`, `m > 0` and `W` the positive definite root of `m² + D²`, the characteristic
polynomial of the Dirac Hamiltonian is the product of those of `W` and `-W`. -/
theorem diracH_charpoly {D W : Matrix n n ℂ} (hD : D.IsHermitian) {m : ℝ} (hm : 0 < m)
    (hW : W.PosDef) (hW2 : W * W = ((m ^ 2 : ℝ) : ℂ) • 1 + D * D) :
    (diracH m D).charpoly = W.charpoly * (-W).charpoly := by
  obtain ⟨hU, hH, _⟩ := exact_foldy_wouthuysen hD hm hW hW2
  have hU' := mem_unitaryGroup_iff'.mp hU
  calc (diracH m D).charpoly
      = (star (fwRotation m hD) * (fwRotation m hD * diracH m D)).charpoly := by
        rw [← mul_assoc, hU', one_mul]
    _ = (fwRotation m hD * diracH m D * star (fwRotation m hD)).charpoly :=
        charpoly_mul_comm _ _
    _ = W.charpoly * (-W).charpoly := by rw [hH, charpoly_fromBlocks_zero₁₂]

end

end ExactFoldyWouthuysen
```

```lean
#print axioms ExactFoldyWouthuysen.diracH_commute
#print axioms ExactFoldyWouthuysen.exact_foldy_wouthuysen
#print axioms ExactFoldyWouthuysen.foldy_wouthuysen_sigmaDot
#print axioms ExactFoldyWouthuysen.diracH_charpoly
```

```
'ExactFoldyWouthuysen.diracH_commute' depends on axioms: [propext, Classical.choice, Quot.sound]
'ExactFoldyWouthuysen.exact_foldy_wouthuysen' depends on axioms: [propext, Classical.choice, Quot.sound]
'ExactFoldyWouthuysen.foldy_wouthuysen_sigmaDot' depends on axioms: [propext, Classical.choice, Quot.sound]
'ExactFoldyWouthuysen.diracH_charpoly' depends on axioms: [propext, Classical.choice, Quot.sound]
```

## One-by-one examples

Take \(m=3\), \(D=4\). Then \(E=5\), \(N=\sqrt{80}\), \(c=2/\sqrt5\), \(s=1/\sqrt5\), and

\[
\frac15\begin{pmatrix}2&1\\-1&2\end{pmatrix}\begin{pmatrix}3&4\\4&-3\end{pmatrix}\begin{pmatrix}2&-1\\1&2\end{pmatrix}=\begin{pmatrix}5&0\\0&-5\end{pmatrix}.
\]

Hermiticity of \(D\) matters. For \(m=2\), \(D=i\), the root \(W=\sqrt3\) of \(m^2+D^2=3\) is still positive, but \(H\) is not Hermitian, so no unitary can take it to the Hermitian matrix \(\mathrm{diag}(\sqrt3,-\sqrt3)\).
